# Ideal-diode solar cells in series lose power unless their optimal currents coincide

If the power of a series-connected tandem solar cell is estimated by adding the maximum powers of its subcells, each at its own best current, the estimate is generally too high. A series connection forces one current through all the subcells, and a current that suits one may be wrong for another. For subcells that obey the ideal diode law with fixed light-driven currents, the sum is an upper bound, reached exactly when all the separate optima lie at the same current.

## The mismatch loss from strict concavity

Let L > 0 be the current driven by the light in a subcell and s > 0 its saturation current, which measures recombination in the dark. With the voltage V in units of the thermal voltage, the diode law is J = L − s(exp V − 1). Solving for V gives the voltage and the power P at current J:

V(J) = ln(1 + (L − J)/s),  P(J) = J V(J),  0 ≤ J < L + s.

**Strict concavity.** V falls strictly with J, and it is concave because the logarithm is. Take admissible x ≠ y and weights p, q > 0 with p + q = 1, and put z = px + qy. Concavity gives V(z) ≥ pV(x) + qV(y). Multiplying by z ≥ 0 and using p + q = 1,

z V(z) ≥ (px + qy)(pV(x) + qV(y))
= p xV(x) + q yV(y) + pq (y − x)(V(x) − V(y)).

The last term is positive because V decreases, so P is strictly concave. If two different currents both gave the maximum power, their midpoint would give more. Hence there is at most one maximiser.

**Existence.** Number the subcells by i, and let S(J) = ∑ᵢ Pᵢ(J) be the stack power at a current with 0 ≤ J < Lᵢ + sᵢ for every i. As a sum of strictly concave functions, S is strictly concave. Adding the logarithms gives

S(J) = J ln g(J),  g(J) = ∏ᵢ (1 + (Lᵢ − J)/sᵢ).

Consider the currents with 0 ≤ J ≤ Lᵢ + sᵢ for all i and g(J) ≥ 1. They form a compact set, which contains 0 because every factor of g(0) exceeds 1. It contains no endpoint J = Lᵢ + sᵢ, since g vanishes there. On this set J ln g(J) is continuous, so it has a maximum, and its values are nonnegative. At the remaining admissible currents g < 1 and S ≤ 0, so the maximum is global. A single subcell is the case of one factor.

**The loss.** Let mᵢ be the maximiser of Pᵢ, and from here on let J be that of S. Since J is admissible for each subcell, Pᵢ(J) ≤ Pᵢ(mᵢ), and summation gives

S(J) ≤ ∑ᵢ Pᵢ(mᵢ).

If the two sides are equal, every term must be equal. Then J also maximises each Pᵢ, and uniqueness gives mᵢ = J for all i. Conversely, if all mᵢ equal one current m, then m is admissible for the stack, and ∑ᵢ Pᵢ(mᵢ) = S(m) ≤ S(J).

**Where the optimum lies.** Suppose a ≤ mᵢ for all i, but J < a. Then a is admissible, because 0 ≤ J < a ≤ mᵢ < Lᵢ + sᵢ. If a = mᵢ, uniqueness gives Pᵢ(a) > Pᵢ(J). If a lies strictly between J and mᵢ, strict concavity gives Pᵢ(a) > min(Pᵢ(J), Pᵢ(mᵢ)) = Pᵢ(J). Summing, S(a) > S(J), a contradiction. An upper bound b on the mᵢ works in the same way: if b < J, then b is admissible and would give more power.

For simulations of stacks of such ideal diodes with fixed light-driven currents, separate subcell calculations therefore give both a ceiling on the power and an interval in which to search for the stack's current at maximum power.

## Currents, voltages and powers in Lean

```lean
import Mathlib

open Finset

namespace SeriesSolarCells

noncomputable section
```

The definition of `voltage` is the diode law solved for V. It assumes an ideality factor of one and no series or shunt resistance.

```lean
/-- Voltage of an illuminated diode, in units of the thermal voltage, at current `J`, with
light-driven current `L` and saturation current `s`; the domain is `s > 0`, `J < L + s`. -/
def voltage (L s J : ℝ) : ℝ := Real.log (1 + (L - J) / s)
```

Power is therefore measured in current times thermal voltage.

```lean
/-- Electrical power of one subcell: current times voltage, for `s > 0` and `J < L + s`. -/
def cellPower (L s J : ℝ) : ℝ := J * voltage L s J
```

A maximum power point is an admissible current whose power is at least that of every other admissible current. The definition itself promises neither existence nor uniqueness.

```lean
/-- `J` is a maximum power point of the power curve `P` on the set `D` of admissible currents. -/
def IsMaxPowerPoint (P : ℝ → ℝ) (D : Set ℝ) (J : ℝ) : Prop :=
  J ∈ D ∧ ∀ K ∈ D, P K ≤ P J
```

The finite type `ι` labels the subcells, and `L i` and `s i` are their parameters. The set `window` holds the nonnegative currents that all of them can carry; negative currents are left out because, with every Lᵢ > 0, they only consume power. It allows J > Lᵢ, where a subcell is reverse biased and consumes power; bypass diodes and breakdown are absent from the model.

```lean
variable {ι : Type*} [Fintype ι]

/-- The nonnegative currents that every subcell of a series-connected stack can carry, for
saturation currents `s i > 0`. -/
def window (L s : ι → ℝ) : Set ℝ := {J | 0 ≤ J ∧ ∀ i, J < L i + s i}
```

The single argument `J` in `stackPower` expresses the series connection. All subcells share one thermal voltage, hence one temperature, and no `L i` depends on the operating point, so light emitted by one subcell does not feed another.

```lean
/-- Power of a series-connected stack, whose subcells all carry the same current `J`, for `s i > 0`
and `J < L i + s i` for every `i`. -/
def stackPower (L s : ι → ℝ) (J : ℝ) : ℝ := ∑ i, cellPower (L i) (s i) J
```

The product g of the derivation is `stackFactor`.

```lean
/-- Product of the arguments of the subcells' logarithms, for saturation currents `s i > 0`. -/
def stackFactor (L s : ι → ℝ) (J : ℝ) : ℝ := ∏ i, (1 + (L i - J) / s i)
```

## Concavity and uniqueness in Lean

The first two lemmas show that the logarithm's argument is positive and that the voltage decreases strictly.

```lean
/-- For `s > 0` and `J < L + s` the argument of the logarithm in the voltage is positive. -/
theorem arg_pos {L s J : ℝ} (hs : 0 < s) (hJ : J < L + s) : 0 < 1 + (L - J) / s := by
  have h : -1 < (L - J) / s := by
    rw [lt_div_iff₀ hs]
    linarith
  linarith

/-- For `s > 0` the voltage falls strictly as the current rises towards `L + s`. -/
theorem voltage_lt {L s x y : ℝ} (hs : 0 < s) (hxy : x < y) (hy : y < L + s) :
    voltage L s y < voltage L s x := by
  have h := div_lt_div_of_pos_right (by linarith : L - y < L - x) hs
  exact Real.log_lt_log (arg_pos hs hy) (by linarith)
```

In the next proof, `hconc` is the concavity of the voltage and `hcross` the positivity of (y − x)(V(x) − V(y)). The identity `h3` is the expansion displayed above. It is rewritten into the concavity bound, and `linarith` then uses that the last term is positive.

```lean
/-- For `s > 0` the power of a subcell is a strictly concave function of its current
on `[0, L + s)`. -/
theorem cellPower_strictConcaveOn {L s : ℝ} (hs : 0 < s) :
    StrictConcaveOn ℝ (Set.Ico 0 (L + s)) (cellPower L s) := by
  refine ⟨convex_Ico _ _, ?_⟩
  intro x hx y hy hxy p q hp hq hpq
  -- the voltage is concave
  have hconc := strictConcaveOn_log_Ioi.concaveOn.2 (Set.mem_Ioi.2 (arg_pos hs hx.2))
    (Set.mem_Ioi.2 (arg_pos hs hy.2)) hp.le hq.le hpq
  simp only [smul_eq_mul] at hconc ⊢
  have harg : p * (1 + (L - x) / s) + q * (1 + (L - y) / s)
      = 1 + (L - (p * x + q * y)) / s := by
    linear_combination (1 + L / s) * hpq
  rw [harg] at hconc
  change p * voltage L s x + q * voltage L s y ≤ voltage L s (p * x + q * y) at hconc
  change p * (x * voltage L s x) + q * (y * voltage L s y)
    < (p * x + q * y) * voltage L s (p * x + q * y)
  -- current and voltage move in opposite directions
  have hcross : 0 < (y - x) * (voltage L s x - voltage L s y) := by
    rcases lt_or_gt_of_ne hxy with h | h
    · exact mul_pos (sub_pos.2 h) (sub_pos.2 (voltage_lt hs h hy.2))
    · exact mul_pos_of_neg_of_neg (sub_neg.2 h) (sub_neg.2 (voltage_lt hs h hx.2))
  have h1 := mul_le_mul_of_nonneg_left hconc
    (add_nonneg (mul_nonneg hp.le hx.1) (mul_nonneg hq.le hy.1))
  have h2 := mul_pos (mul_pos hp hq) hcross
  have h3 : (p * x + q * y) * (p * voltage L s x + q * voltage L s y)
      = p * (x * voltage L s x) + q * (y * voltage L s y)
        + p * q * ((y - x) * (voltage L s x - voltage L s y)) := by
    linear_combination (p * (x * voltage L s x) + q * (y * voltage L s y)) * hpq
  rw [h3] at h1
  linarith
```

Uniqueness is the midpoint argument, with both weights equal to 1/2.

```lean
/-- A strictly concave power curve has at most one maximum power point. -/
theorem maxPowerPoint_unique {P : ℝ → ℝ} {D : Set ℝ} (hP : StrictConcaveOn ℝ D P) {a b : ℝ}
    (ha : IsMaxPowerPoint P D a) (hb : IsMaxPowerPoint P D b) : a = b := by
  by_contra h
  have h0 : (0 : ℝ) < 1 / 2 := by norm_num
  have h1 : (1 / 2 : ℝ) + 1 / 2 = 1 := by norm_num
  have hmid := hP.2 ha.1 hb.1 h h0 h0 h1
  have hle := ha.2 _ (hP.1 ha.1 hb.1 h0.le h0.le h1)
  have hab := hb.2 a ha.1
  have hba := ha.2 b hb.1
  simp only [smul_eq_mul] at hmid hle
  linarith
```

For the stack, the first part shows that a mixture of admissible currents is admissible. The second adds the strict inequalities of the subcells, which requires at least one subcell.

```lean
/-- With positive saturation currents, the power of a nonempty stack is a strictly concave
function of the common current. -/
theorem stackPower_strictConcaveOn [Nonempty ι] {L s : ι → ℝ} (hs : ∀ i, 0 < s i) :
    StrictConcaveOn ℝ (window L s) (stackPower L s) := by
  constructor
  · intro x hx y hy p q hp hq hpq
    have h : ∀ i, p • x + q • y ∈ Set.Ico 0 (L i + s i) := fun i =>
      (convex_Ico 0 (L i + s i)) ⟨hx.1, hx.2 i⟩ ⟨hy.1, hy.2 i⟩ hp hq hpq
    exact ⟨(h (Classical.arbitrary ι)).1, fun i => (h i).2⟩
  · intro x hx y hy hxy p q hp hq hpq
    simp only [stackPower, smul_eq_mul, Finset.mul_sum, ← Finset.sum_add_distrib]
    apply Finset.sum_lt_sum_of_nonempty Finset.univ_nonempty
    intro i _
    simpa only [smul_eq_mul] using (cellPower_strictConcaveOn (hs i)).2
      ⟨hx.1, hx.2 i⟩ ⟨hy.1, hy.2 i⟩ hxy hp hq hpq
```

## Existence of the maximum power points

Here `heq` rewrites the stack power as J ln g(J), `hK` is the compactness of the set with g ≥ 1, and `hg0` places zero current in it. The step `hJw` rules out the endpoints, and the case distinction on g compares the maximum with all other admissible currents.

```lean
/-- A nonempty stack whose subcells have positive light-driven and saturation currents has
exactly one maximum power point. -/
theorem stack_existsUnique [Nonempty ι] {L s : ι → ℝ} (hL : ∀ i, 0 < L i)
    (hs : ∀ i, 0 < s i) : ∃! J, IsMaxPowerPoint (stackPower L s) (window L s) J := by
  -- the subcell voltages add up to the logarithm of a polynomial
  have heq : ∀ J ∈ window L s, stackPower L s J = J * Real.log (stackFactor L s J) := by
    intro J hJ
    have h : Real.log (stackFactor L s J) = ∑ i, Real.log (1 + (L i - J) / s i) := by
      unfold stackFactor
      apply Real.log_prod
      intro i _
      exact (arg_pos (hs i) (hJ.2 i)).ne'
    rw [h, Finset.mul_sum]
    rfl
  have hg : Continuous (stackFactor L s) := by
    unfold stackFactor
    fun_prop
  -- admissible currents with nonnegative stack voltage form a compact set
  let i₀ : ι := Classical.arbitrary ι
  have hK : IsCompact (Set.Icc 0 (L i₀ + s i₀) ∩
      ((⋂ i, Set.Iic (L i + s i)) ∩ {J | 1 ≤ stackFactor L s J})) :=
    isCompact_Icc.inter_right
      ((isClosed_iInter fun _ => isClosed_Iic).inter (isClosed_le continuous_const hg))
  have hg0 : 1 ≤ stackFactor L s 0 := by
    have h : ∏ _i : ι, (1 : ℝ) ≤ ∏ i, (1 + (L i - 0) / s i) := by
      apply Finset.prod_le_prod
      · intro i _
        exact zero_le_one
      · intro i _
        have := div_pos (hL i) (hs i)
        rw [sub_zero]
        linarith
    rwa [Finset.prod_const_one] at h
  have hpos : ∀ i, 0 ≤ L i + s i := fun i => (add_pos (hL i) (hs i)).le
  obtain ⟨J, hJ, hmax⟩ := hK.exists_isMaxOn
    (f := fun J => J * Real.log (stackFactor L s J))
    ⟨0, ⟨le_refl 0, hpos i₀⟩, Set.mem_iInter.2 hpos, hg0⟩
    (continuousOn_id.mul (hg.continuousOn.log fun J hJ =>
      (lt_of_lt_of_le zero_lt_one hJ.2.2).ne'))
  have hJ1 : 1 ≤ stackFactor L s J := hJ.2.2
  have hJw : J ∈ window L s := by
    refine ⟨hJ.1.1, fun i => lt_of_le_of_ne (Set.mem_iInter.1 hJ.2.1 i) fun he => ?_⟩
    have hz : stackFactor L s J = 0 := by
      apply Finset.prod_eq_zero (Finset.mem_univ i)
      have h : L i - J = -s i := by linarith
      rw [h, neg_div, div_self (hs i).ne']
      norm_num
    linarith
  refine ⟨J, ⟨hJw, fun K hKw => ?_⟩, fun K hKm => ?_⟩
  · rw [heq K hKw, heq J hJw]
    by_cases h : 1 ≤ stackFactor L s K
    · exact hmax ⟨⟨hKw.1, (hKw.2 i₀).le⟩, Set.mem_iInter.2 fun i => (hKw.2 i).le, h⟩
    · have h0 : 0 ≤ stackFactor L s K :=
        Finset.prod_nonneg fun i _ => (arg_pos (hs i) (hKw.2 i)).le
      exact (mul_nonpos_of_nonneg_of_nonpos hKw.1
        (Real.log_nonpos h0 (not_le.mp h).le)).trans
        (mul_nonneg hJw.1 (Real.log_nonneg hJ1))
  · exact maxPowerPoint_unique (stackPower_strictConcaveOn hs) hKm
      ⟨hJw, fun K' hK' => by
        rw [heq K' hK', heq J hJw]
        by_cases h : 1 ≤ stackFactor L s K'
        · exact hmax ⟨⟨hK'.1, (hK'.2 i₀).le⟩, Set.mem_iInter.2 fun i => (hK'.2 i).le, h⟩
        · have h0 : 0 ≤ stackFactor L s K' :=
            Finset.prod_nonneg fun i _ => (arg_pos (hs i) (hK'.2 i)).le
          exact (mul_nonpos_of_nonneg_of_nonpos hK'.1
            (Real.log_nonpos h0 (not_le.mp h).le)).trans
            (mul_nonneg hJw.1 (Real.log_nonneg hJ1))⟩
```

The result for one subcell is the same theorem with a one-element index type.

```lean
/-- A single subcell with positive light-driven and saturation currents has exactly one
maximum power point on `[0, L + s)`. -/
theorem cell_existsUnique {L s : ℝ} (hL : 0 < L) (hs : 0 < s) :
    ∃! J, IsMaxPowerPoint (cellPower L s) (Set.Ico 0 (L + s)) J := by
  have h := stack_existsUnique (ι := Unit) (L := fun _ => L) (s := fun _ => s)
    (fun _ => hL) (fun _ => hs)
  have h1 : stackPower (fun _ : Unit => L) (fun _ => s) = cellPower L s := by
    funext J
    simp [stackPower]
  have h2 : window (fun _ : Unit => L) (fun _ => s) = Set.Ico 0 (L + s) := by
    ext J
    simp [window]
  rwa [h1, h2] at h
```

## The bound and its equality condition

In `mismatch_loss`, `m i` is the optimal current of subcell `i` and `J` that of the stack. Both are hypotheses, `hm` and `hJ`, and the two existence theorems supply them whenever all the light-driven currents are positive. The equality condition `∀ i j, m i = m j` concerns the optimal currents, which depend on `s i` as well as on `L i`. For a single subcell it holds trivially.

The proof compares term by term. `Finset.sum_eq_sum_iff_of_le` turns equality of the sums into equality of the terms, and `maxPowerPoint_unique` then identifies each `m i` with `J`.

```lean
/-- Mismatch loss: with positive saturation currents, the maximum power of a nonempty series
stack is at most the sum of the subcells' separate maxima, with equality exactly when all
subcells have their maximum power points at the same current. -/
theorem mismatch_loss [Nonempty ι] {L s m : ι → ℝ} {J : ℝ} (hs : ∀ i, 0 < s i)
    (hm : ∀ i, IsMaxPowerPoint (cellPower (L i) (s i)) (Set.Ico 0 (L i + s i)) (m i))
    (hJ : IsMaxPowerPoint (stackPower L s) (window L s) J) :
    stackPower L s J ≤ ∑ i, cellPower (L i) (s i) (m i) ∧
      (stackPower L s J = ∑ i, cellPower (L i) (s i) (m i) ↔ ∀ i j, m i = m j) := by
  have hJi : ∀ i, J ∈ Set.Ico 0 (L i + s i) := fun i => ⟨hJ.1.1, hJ.1.2 i⟩
  have hle : ∀ i ∈ (Finset.univ : Finset ι),
      cellPower (L i) (s i) J ≤ cellPower (L i) (s i) (m i) := fun i _ => (hm i).2 J (hJi i)
  have hsum : stackPower L s J ≤ ∑ i, cellPower (L i) (s i) (m i) := Finset.sum_le_sum hle
  refine ⟨hsum, fun he => ?_, fun h => le_antisymm hsum ?_⟩
  · -- no subcell loses power, so `J` is optimal for each of them
    have hterm := (Finset.sum_eq_sum_iff_of_le hle).1 he
    have hmJ : ∀ i, m i = J := fun i =>
      maxPowerPoint_unique (cellPower_strictConcaveOn (hs i)) (hm i)
        ⟨hJi i, fun K hK => ((hm i).2 K hK).trans (hterm i (Finset.mem_univ i)).ge⟩
    intro i j
    rw [hmJ i, hmJ j]
  · -- the shared optimum is an admissible stack current
    let i₀ : ι := Classical.arbitrary ι
    have hw : m i₀ ∈ window L s :=
      ⟨(hm i₀).1.1, fun i => by rw [h i₀ i]; exact (hm i).1.2⟩
    have hs' : ∑ i, cellPower (L i) (s i) (m i) = stackPower L s (m i₀) :=
      Finset.sum_congr rfl fun i _ => by rw [h i i₀]
    rw [hs']
    exact hJ.2 _ hw
```

The last theorem takes any bounds `a` and `b` on the subcell optima; the smallest and largest `m i` give the tightest interval. Its auxiliary statement `key` says that no admissible current can lie closer than `J` to every subcell optimum, on the same side or exactly at it. The two final parts apply it to `a` and to `b`.

```lean
/-- With positive saturation currents, if the optimal currents of all subcells of a nonempty
stack lie between `a` and `b`, so does the optimal current of the stack. -/
theorem stack_current_between [Nonempty ι] {L s m : ι → ℝ} {J a b : ℝ} (hs : ∀ i, 0 < s i)
    (hm : ∀ i, IsMaxPowerPoint (cellPower (L i) (s i)) (Set.Ico 0 (L i + s i)) (m i))
    (hJ : IsMaxPowerPoint (stackPower L s) (window L s) J)
    (ha : ∀ i, a ≤ m i) (hb : ∀ i, m i ≤ b) : a ≤ J ∧ J ≤ b := by
  -- a current that, for each subcell, is its optimum or lies strictly between `J` and its
  -- optimum would give more power
  have key : ∀ c, c ≠ J → c ∈ window L s →
      (∀ i, c = m i ∨ (c ∈ openSegment ℝ J (m i) ∧ J ≠ m i)) → False := by
    intro c hne hcw hc
    have hlt : ∀ i, cellPower (L i) (s i) J < cellPower (L i) (s i) c := by
      intro i
      have hJi : J ∈ Set.Ico 0 (L i + s i) := ⟨hJ.1.1, hJ.1.2 i⟩
      have hle := (hm i).2 J hJi
      rcases hc i with h | ⟨h, hne'⟩
      · rw [h] at hne ⊢
        refine lt_of_le_of_ne hle fun he => hne ?_
        exact maxPowerPoint_unique (cellPower_strictConcaveOn (hs i)) (hm i)
          ⟨hJi, fun K hK => ((hm i).2 K hK).trans he.ge⟩
      · have h' := (cellPower_strictConcaveOn (hs i)).lt_on_openSegment hJi (hm i).1 hne' h
        rwa [min_eq_left hle] at h'
    have hgt : stackPower L s J < stackPower L s c :=
      Finset.sum_lt_sum_of_nonempty Finset.univ_nonempty fun i _ => hlt i
    exact not_le_of_gt hgt (hJ.2 c hcw)
  constructor
  · by_contra hn
    have h : J < a := not_le.mp hn
    refine key a h.ne' ⟨hJ.1.1.trans h.le, fun i => (ha i).trans_lt (hm i).1.2⟩ fun i => ?_
    rcases (ha i).eq_or_lt with e | e
    · exact Or.inl e
    · refine Or.inr ⟨?_, (h.trans e).ne⟩
      rw [openSegment_eq_Ioo (h.trans e)]
      exact ⟨h, e⟩
  · by_contra hn
    have h : b < J := not_le.mp hn
    let i₀ : ι := Classical.arbitrary ι
    refine key b h.ne ⟨(hm i₀).1.1.trans (hb i₀), fun i => h.trans (hJ.1.2 i)⟩ fun i => ?_
    rcases (hb i).eq_or_lt with e | e
    · exact Or.inl e.symm
    · refine Or.inr ⟨?_, (e.trans h).ne'⟩
      rw [openSegment_symm, openSegment_eq_Ioo (e.trans h)]
      exact ⟨e, h⟩

end

end SeriesSolarCells
```

```lean
#print axioms SeriesSolarCells.cell_existsUnique
-- 'SeriesSolarCells.cell_existsUnique' depends on axioms: [propext, Classical.choice, Quot.sound]
#print axioms SeriesSolarCells.mismatch_loss
-- 'SeriesSolarCells.mismatch_loss' depends on axioms: [propext, Classical.choice, Quot.sound]
#print axioms SeriesSolarCells.stack_current_between
-- 'SeriesSolarCells.stack_current_between' depends on axioms: [propext, Classical.choice, Quot.sound]
```
